# exp(A + B) differs from exp(A) exp(B): exact Lie and Strang products for E12 and E21

For numbers, exp(a + b) = exp(a) exp(b), and it is tempting to apply the same rule to a generator that is a sum of two parts. Applied to dψ/dt = (A + B)ψ, the rule would let one evolve for a time t under B alone, then for a time t under A alone, and obtain the exact solution for a step of any size and in either order. The time-step error of split-operator propagation would then not exist. Two real 2 × 2 matrices refute the rule, and for them every exponential has a closed form. The Lie–Trotter product formula states that the products converge to exp(t(A + B)) as the step is subdivided, and Strang splitting is known for its order of accuracy; neither general statement is proved here, where a single step is computed exactly for one pair of generators.

## The generators

A matrix is written by rows, so that [a, b; c, d] has first row a, b, as in Lean's `!![0, 1; 0, 0]`. The general lemmas concern real square matrices indexed by any finite type `n`, and `exp` is Mathlib's `NormedSpace.exp` applied to such a matrix.

```lean
import Mathlib

open Matrix NormedSpace

namespace ExpSplittingCounterexample

variable {n : Type*} [Fintype n] [DecidableEq n]
```

The two generators are

A = E12 = [0, 1; 0, 0]

B = E21 = [0, 0; 1, 0]

The names count rows and columns from 1, while the index type `Fin 2` counts from 0, so the upper left entry of a matrix M is M 0 0 in Lean. For a two-level system A and B are the ladder operators σ₊ and σ₋ and their sum is the Pauli matrix σₓ. The step t is real and carries no factor i, so exp(t(A + B)) has the form of an imaginary-time propagator exp(−tH) with H = −σₓ; the example bears on splitting in quantum simulation only as a two-state model whose parts A and B are not Hermitian and whose propagators are not unitary.

```lean
/-- The generator `A = E12`, with a single entry `1` in row 1, column 2. -/
def E12 : Matrix (Fin 2) (Fin 2) ℝ := !![0, 1; 0, 0]

/-- The generator `B = E21`, with a single entry `1` in row 2, column 1. -/
def E21 : Matrix (Fin 2) (Fin 2) ℝ := !![0, 0; 1, 0]
```

## The power series

The exponential of a square matrix M is

exp(M) = Σₖ Mᵏ / k!,  k = 0, 1, 2, …

In `exp_series` the division by k! is the scalar multiplication by `((k.factorial : ℝ)⁻¹)`, and the equation is Mathlib's `NormedSpace.exp_eq_tsum` evaluated at M. The infinite sum `∑'` takes the value zero on a series that fails to converge, so the equation alone says nothing about convergence; the next two lemmas establish it directly for the series they evaluate.

```lean
/-- The exponential of a real square matrix is the sum of the series `∑ M^k / k!`. -/
theorem exp_series (M : Matrix n n ℝ) :
    exp M = ∑' k : ℕ, ((k.factorial : ℝ)⁻¹) • M ^ k := by
  exact congrFun (NormedSpace.exp_eq_tsum (𝕂 := ℝ)) M
```

## A generator that squares to zero

Let N² = 0. Every k ≥ 2 can be written k = 2 + m, and then

Nᵏ = N² Nᵐ = 0

Only the terms k = 0 and k = 1 remain:

exp(N) = 1 + N

The theorem `exp_of_sq_zero` states this in any finite dimension, with the hypothesis `N * N = 0` and with `1` the identity matrix. The step `hz` shows that each term with index outside `Finset.range 2` vanishes, using the same decomposition k = 2 + m; `tsum_eq_sum` then replaces the infinite sum by the two remaining terms. The hypothesis is needed: for N equal to the identity, exp(N) = e · 1 while 1 + N = 2 · 1.

```lean
/-- If `N² = 0`, then `exp N = 1 + N`. -/
theorem exp_of_sq_zero (N : Matrix n n ℝ) (h : N * N = 0) : exp N = 1 + N := by
  -- all terms of order two and higher vanish
  have hz : ∀ k ∉ Finset.range 2, ((k.factorial : ℝ)⁻¹) • N ^ k = 0 := by
    intro k hk
    have h2 : 2 ≤ k := by
      rw [Finset.mem_range] at hk
      omega
    obtain ⟨m, rfl⟩ := Nat.exists_eq_add_of_le h2
    rw [pow_add, pow_two, h, zero_mul, smul_zero]
  rw [exp_series, tsum_eq_sum hz]
  simp [Finset.sum_range_succ]
```

## A generator that squares to the identity

Let S² = 1. Then

S²ᵏ = (S²)ᵏ = 1,  S²ᵏ⁺¹ = S²ᵏ S = S

With (tS)ᵏ = tᵏ Sᵏ, the even and the odd terms of the series for exp(tS) sum separately:

Σₖ t²ᵏ/(2k)! · 1 = cosh t · 1

Σₖ t²ᵏ⁺¹/(2k+1)! · S = sinh t · S

and therefore

exp(tS) = cosh t · 1 + sinh t · S

In `exp_smul_involution`, `t • S` is the product of the real number t with the matrix, and the result holds for every real t and any finite dimension. The steps `heven` and `hodd` are the two power rules. In `he` and `ho` each term is rewritten as a real coefficient times a fixed matrix, and the scalar series `Real.hasSum_cosh` and `Real.hasSum_sinh` are multiplied by that matrix. `HasSum` asserts convergence to the stated value, and `HasSum.even_add_odd` joins the two subseries into the full series. Without S² = 1 the formula fails: S = 0 gives exp(tS) = 1, whereas the right side is cosh t · 1, which differs from 1 for t ≠ 0.

```lean
/-- If `S² = 1`, then `exp (t S) = cosh t · 1 + sinh t · S` for every real `t`. -/
theorem exp_smul_involution (S : Matrix n n ℝ) (h : S * S = 1) (t : ℝ) :
    exp (t • S) = Real.cosh t • (1 : Matrix n n ℝ) + Real.sinh t • S := by
  have heven : ∀ k : ℕ, S ^ (2 * k) = 1 := fun k => by
    rw [pow_mul, pow_two, h, one_pow]
  have hodd : ∀ k : ℕ, S ^ (2 * k + 1) = S := fun k => by
    rw [pow_succ, heven, one_mul]
  -- even orders sum to cosh t times the identity
  have he : HasSum (fun k : ℕ => (((2 * k).factorial : ℝ)⁻¹) • (t • S) ^ (2 * k))
      (Real.cosh t • (1 : Matrix n n ℝ)) := by
    have e : (fun k : ℕ => (((2 * k).factorial : ℝ)⁻¹) • (t • S) ^ (2 * k))
        = fun k : ℕ => (t ^ (2 * k) / ((2 * k).factorial : ℝ)) • (1 : Matrix n n ℝ) := by
      funext k
      rw [_root_.smul_pow, heven, smul_smul, div_eq_inv_mul]
    rw [e]
    exact (Real.hasSum_cosh t).smul_const _
  -- odd orders sum to sinh t times S
  have ho : HasSum (fun k : ℕ => (((2 * k + 1).factorial : ℝ)⁻¹) • (t • S) ^ (2 * k + 1))
      (Real.sinh t • S) := by
    have e : (fun k : ℕ => (((2 * k + 1).factorial : ℝ)⁻¹) • (t • S) ^ (2 * k + 1))
        = fun k : ℕ => (t ^ (2 * k + 1) / ((2 * k + 1).factorial : ℝ)) • S := by
      funext k
      rw [_root_.smul_pow, hodd, smul_smul, div_eq_inv_mul]
    rw [e]
    exact (Real.hasSum_sinh t).smul_const _
  rw [exp_series]
  exact (HasSum.even_add_odd
    (f := fun k : ℕ => ((k.factorial : ℝ)⁻¹) • (t • S) ^ k) he ho).tsum_eq
```

## The algebra of A and B

Direct multiplication gives

A² = 0,  B² = 0,  AB = [1, 0; 0, 0],  BA = [0, 0; 0, 1]

(A + B)² = [0, 1; 1, 0]² = 1

The upper left entry is 1 in AB and 0 in BA, so AB ≠ BA. The theorem `generators_witness` collects A² = 0, B² = 0, (A + B)² = 1 and AB ≠ BA. The three equations are checked entry by entry, `ext i j` and `fin_cases` running through the four positions, and the inequality is checked at position (0, 0). The later proofs use the three equations; the failure to commute is recorded but not invoked.

```lean
/-- `E12` and `E21` square to zero, their sum squares to the identity, and they do not
commute. -/
theorem generators_witness :
    E12 * E12 = 0 ∧ E21 * E21 = 0 ∧ (E12 + E21) * (E12 + E21) = 1 ∧
      E12 * E21 ≠ E21 * E12 := by
  have hsum : E12 + E21 = !![0, 1; 1, 0] := by
    ext i j
    fin_cases i <;> fin_cases j <;> simp [E12, E21]
  refine ⟨?_, ?_, ?_, ?_⟩
  · ext i j
    fin_cases i <;> fin_cases j <;> simp [E12, Matrix.mul_apply, Fin.sum_univ_two]
  · ext i j
    fin_cases i <;> fin_cases j <;> simp [E21, Matrix.mul_apply, Fin.sum_univ_two]
  · rw [hsum]
    ext i j
    fin_cases i <;> fin_cases j <;> simp [Matrix.mul_apply, Fin.sum_univ_two]
  · intro h
    have h0 := congrFun (congrFun h 0) 0
    simp [E12, E21, Matrix.mul_apply, Fin.sum_univ_two] at h0
```

## The two partial propagators

Since (tA)² = t² A² = 0, and likewise for B, the series truncates:

exp(tA) = 1 + tA = [1, t; 0, 1]

exp(tB) = 1 + tB = [1, 0; t, 1]

In `exp_generators`, `hA` and `hB` move the scalars out of the product and insert A² = 0 or B² = 0, after which `exp_of_sq_zero` applies.

```lean
/-- The propagators of the two generators over a step `t` are
`exp (t E12) = [[1, t], [0, 1]]` and `exp (t E21) = [[1, 0], [t, 1]]`. -/
theorem exp_generators (t : ℝ) :
    exp (t • E12) = !![1, t; 0, 1] ∧ exp (t • E21) = !![1, 0; t, 1] := by
  constructor
  · have hA : (t • E12) * (t • E12) = 0 := by
      rw [Matrix.smul_mul, Matrix.mul_smul, generators_witness.1, smul_zero, smul_zero]
    rw [exp_of_sq_zero _ hA]
    ext i j
    fin_cases i <;> fin_cases j <;> simp [E12]
  · have hB : (t • E21) * (t • E21) = 0 := by
      rw [Matrix.smul_mul, Matrix.mul_smul, generators_witness.2.1, smul_zero, smul_zero]
    rw [exp_of_sq_zero _ hB]
    ext i j
    fin_cases i <;> fin_cases j <;> simp [E21]
```

## The ordered products

For independent real steps s and t,

exp(sA) exp(tB) = [1, s; 0, 1] [1, 0; t, 1] = [1 + st, s; t, 1]

exp(tB) exp(sA) = [1, 0; t, 1] [1, s; 0, 1] = [1, s; t, 1 + st]

The term st sits in the upper left corner in one order and in the lower right corner in the other. The proof of `lie_products` substitutes the two explicit matrices and multiplies entry by entry.

```lean
/-- The two ordered products are `exp (s E12) exp (t E21) = [[1 + s t, s], [t, 1]]` and
`exp (t E21) exp (s E12) = [[1, s], [t, 1 + s t]]`. -/
theorem lie_products (s t : ℝ) :
    exp (s • E12) * exp (t • E21) = !![1 + s * t, s; t, 1] ∧
      exp (t • E21) * exp (s • E12) = !![1, s; t, 1 + s * t] := by
  rw [(exp_generators s).1, (exp_generators t).2]
  constructor
  · ext i j
    fin_cases i <;> fin_cases j <;> simp [Matrix.mul_apply, Fin.sum_univ_two]
  · ext i j
    fin_cases i <;> fin_cases j <;> simp [Matrix.mul_apply, Fin.sum_univ_two]
    ring
```

## The exact propagator

Because (A + B)² = 1, the formula for exp(tS) applies with S = A + B:

exp(t(A + B)) = cosh t · 1 + sinh t · (A + B) = [cosh t, sinh t; sinh t, cosh t]

Its diagonal entries are equal, and so are its off-diagonal entries. The proof of `exact_propagator` applies `exp_smul_involution` with the third statement of `generators_witness` and reads off the four entries.

```lean
/-- The propagator of the summed generator is
`exp (t (E12 + E21)) = [[cosh t, sinh t], [sinh t, cosh t]]`. -/
theorem exact_propagator (t : ℝ) :
    exp (t • (E12 + E21)) = !![Real.cosh t, Real.sinh t; Real.sinh t, Real.cosh t] := by
  rw [exp_smul_involution _ generators_witness.2.2.1]
  ext i j
  fin_cases i <;> fin_cases j <;> simp [E12, E21]
```

## The Lie product is exact only at t = 0

Put s = t and suppose exp(t(A + B)) = exp(tA) exp(tB). The two diagonal positions give

cosh t = 1 + t²,  cosh t = 1

Subtracting, t² = 0, so t = 0. In the opposite order the same two equations appear with the positions exchanged. Conversely, at t = 0 all exponentials are the identity and both sides agree. The theorem `lie_splitting_exact_iff` states both equivalences for every real t, negative steps included, with the same step in both factors. In each half `h0` and `h1` are the entries (0, 0) and (1, 1) of the assumed matrix equation, `linarith` does the subtraction, and `mul_self_eq_zero` concludes. No property of cosh is used, since its value cancels.

```lean
/-- The propagator `exp (t (E12 + E21))` equals `exp (t E12) exp (t E21)` if and only if
`t = 0`, and likewise for the product in the opposite order. -/
theorem lie_splitting_exact_iff (t : ℝ) :
    (exp (t • (E12 + E21)) = exp (t • E12) * exp (t • E21) ↔ t = 0) ∧
      (exp (t • (E12 + E21)) = exp (t • E21) * exp (t • E12) ↔ t = 0) := by
  constructor
  · constructor
    · intro h
      rw [exact_propagator, (lie_products t t).1] at h
      -- both diagonal entries would have to equal cosh t
      have h0 : Real.cosh t = 1 + t * t := by simpa using congrFun (congrFun h 0) 0
      have h1 : Real.cosh t = 1 := by simpa using congrFun (congrFun h 1) 1
      have h2 : t * t = 0 := by linarith
      exact mul_self_eq_zero.mp h2
    · rintro rfl
      simp
  · constructor
    · intro h
      rw [exact_propagator, (lie_products t t).2] at h
      have h0 : Real.cosh t = 1 := by simpa using congrFun (congrFun h 0) 0
      have h1 : Real.cosh t = 1 + t * t := by simpa using congrFun (congrFun h 1) 1
      have h2 : t * t = 0 := by linarith
      exact mul_self_eq_zero.mp h2
    · rintro rfl
      simp
```

## The counter-example at unit step

At t = 1, where 1 + st = 2,

exp(A) exp(B) = [2, 1; 1, 1]

exp(B) exp(A) = [1, 1; 1, 2]

while both diagonal entries of exp(A + B) equal cosh 1. The theorem `exp_add_counterexample` states the two products, the equality of the entries `exp (E12 + E21) 0 0` and `exp (E12 + E21) 1 1`, and that exp(A + B) differs from each product. The proof evaluates the three preceding theorems at step 1. Equality with either product would give 1 = 0 through `lie_splitting_exact_iff`, which `one_ne_zero` excludes.

```lean
/-- For `A = E12` and `B = E21`: `exp A exp B = [[2, 1], [1, 1]]`,
`exp B exp A = [[1, 1], [1, 2]]`, the diagonal entries of `exp (A + B)` are equal, and
`exp (A + B)` differs from both products. -/
theorem exp_add_counterexample :
    exp E12 * exp E21 = !![2, 1; 1, 1] ∧ exp E21 * exp E12 = !![1, 1; 1, 2] ∧
      exp (E12 + E21) 0 0 = exp (E12 + E21) 1 1 ∧
      exp (E12 + E21) ≠ exp E12 * exp E21 ∧ exp (E12 + E21) ≠ exp E21 * exp E12 := by
  have two : (1 : ℝ) + 1 * 1 = 2 := by norm_num
  have h := lie_products 1 1
  rw [two] at h
  simp only [one_smul] at h
  have he := exact_propagator 1
  simp only [one_smul] at he
  have hl := lie_splitting_exact_iff 1
  simp only [one_smul] at hl
  refine ⟨h.1, h.2, ?_, fun hh => one_ne_zero (hl.1.mp hh),
    fun hh => one_ne_zero (hl.2.mp hh)⟩
  simp [he]
```

## The Strang product

The symmetric arrangement places a half step of A on each side of a full step of B. With s = t/2 in the first ordered product, and one more factor exp(tA/2),

exp(tA/2) exp(tB) exp(tA/2) = [1 + t²/2, t/2; t, 1] [1, t/2; 0, 1]

The upper right entry is (1 + t²/2)(t/2) + t/2 = t + t³/4 and the lower right entry is t · t/2 + 1, so

exp(tA/2) exp(tB) exp(tA/2) = [1 + t²/2, t + t³/4; t, 1 + t²/2]

The diagonal entries now agree, and the earlier comparison gives no contradiction. The off-diagonal entries supply one. Equality with the exact propagator requires

sinh t = t + t³/4,  sinh t = t

so t³ = 0 and t = 0, and at t = 0 both sides are again the identity. The theorem `strang_splitting` states the closed form and this equivalence for every real t, for the arrangement with A in the outer factors only. The step `hS` is the multiplication above, `h0` and `h1` are the entries (0, 1) and (1, 0), and `pow_eq_zero_iff` passes from t³ = 0 to t = 0.

The equivalences concern this pair of matrices and a single real step; they give no norm for the error and say nothing about other generators, imaginary steps or unbounded operators. Two further remarks have no formal counterpart in these theorems. The rule exp(A + B) = exp(A) exp(B) does hold for commuting matrices. Expanding cosh and sinh by hand, the difference exp(t(A + B)) − exp(tA) exp(tB) begins with −(t²/2)(AB − BA), and the difference for the Strang product begins at third order, with −t³/12 in the upper right entry and t³/6 in the lower left.

```lean
/-- The Strang product `exp (t/2 E12) exp (t E21) exp (t/2 E12)` equals
`[[1 + t²/2, t + t³/4], [t, 1 + t²/2]]`, and it equals `exp (t (E12 + E21))` if and only if
`t = 0`. -/
theorem strang_splitting (t : ℝ) :
    exp ((t / 2) • E12) * exp (t • E21) * exp ((t / 2) • E12)
        = !![1 + t ^ 2 / 2, t + t ^ 3 / 4; t, 1 + t ^ 2 / 2] ∧
      (exp (t • (E12 + E21))
        = exp ((t / 2) • E12) * exp (t • E21) * exp ((t / 2) • E12) ↔ t = 0) := by
  have hS : exp ((t / 2) • E12) * exp (t • E21) * exp ((t / 2) • E12)
      = !![1 + t ^ 2 / 2, t + t ^ 3 / 4; t, 1 + t ^ 2 / 2] := by
    rw [(lie_products (t / 2) t).1, (exp_generators (t / 2)).1]
    ext i j
    fin_cases i <;> fin_cases j <;> simp [Matrix.mul_apply, Fin.sum_univ_two] <;> ring
  refine ⟨hS, ?_, ?_⟩
  · intro h
    rw [exact_propagator, hS] at h
    -- both off-diagonal entries would have to equal sinh t
    have h0 : Real.sinh t = t + t ^ 3 / 4 := by simpa using congrFun (congrFun h 0) 1
    have h1 : Real.sinh t = t := by simpa using congrFun (congrFun h 1) 0
    have h3 : t ^ 3 = 0 := by linarith
    exact (pow_eq_zero_iff (by norm_num : (3 : ℕ) ≠ 0)).mp h3
  · rintro rfl
    simp

end ExpSplittingCounterexample
```

```lean
#print axioms ExpSplittingCounterexample.lie_splitting_exact_iff
#print axioms ExpSplittingCounterexample.exp_add_counterexample
#print axioms ExpSplittingCounterexample.strang_splitting
```

```
'ExpSplittingCounterexample.lie_splitting_exact_iff' depends on axioms: [propext, Classical.choice, Quot.sound]
'ExpSplittingCounterexample.exp_add_counterexample' depends on axioms: [propext, Classical.choice, Quot.sound]
'ExpSplittingCounterexample.strang_splitting' depends on axioms: [propext, Classical.choice, Quot.sound]
```
